# The nucleation barrier of a spherical droplet with constant surface tension

Judged by its bulk term alone, every liquid droplet in a supersaturated vapour should grow, and no energy barrier would delay condensation. Adding the surface term repairs this, but a stationary radius found by setting the slope to zero could still be misread as the size at which droplets settle. The radius where the energy turns negative could likewise be misread as the one where growth starts. The parts below settle the shape of the energy curve for a sharp spherical interface with size-independent surface tension, in a vapour whose supersaturation stays fixed while the droplet grows.

## Surface against volume

Let $s$ be the surface tension (often written $\gamma$ or $\sigma$) and $g$ the free energy released per volume of the new phase when the metastable phase turns into the stable one. Here $s$ is not an entropy and $g$ is not gravity. Positive $s$ means that interface costs free energy; positive $g$ means that the new phase is favoured in bulk.

The spatial dimension is $d=k+2$ with $k=0,1,2,\dots$, and $\Omega$ is the area of the unit sphere. A droplet of radius $r$ has area $\Omega r^{k+1}$ and volume $\Omega r^{k+2}/(k+2)$. Its formation energy, strictly a free energy or reversible work, is

$$E(r)=s\,\Omega r^{k+1}-g\,\frac{\Omega r^{k+2}}{k+2}.$$

In Lean all quantities except $k$ are real numbers. The general theorems treat $\Omega$ as a parameter, assumed positive where its sign matters.

```lean
import Mathlib

open Real Set

namespace ClassicalNucleation

noncomputable section

/-- Surface cost of a droplet of radius `r` in dimension `k + 2`: surface tension `s` times
the area `Ω r^(k+1)`, where `Ω` is the area of the unit sphere. -/
def surfaceCost (k : ℕ) (Ω s r : ℝ) : ℝ := s * (Ω * r ^ (k + 1))

/-- Bulk gain of a droplet of radius `r` in dimension `k + 2`: driving force `g` per volume
times the volume `Ω r^(k+2) / (k+2)`. -/
def bulkGain (k : ℕ) (Ω g r : ℝ) : ℝ := g * (Ω * r ^ (k + 2) / ((k : ℝ) + 2))

/-- Formation energy of a droplet in dimension `k + 2`: surface cost minus bulk gain. -/
def formationEnergy (k : ℕ) (Ω s g r : ℝ) : ℝ := surfaceCost k Ω s r - bulkGain k Ω g r
```

The name `criticalRadius` is given to $r_*=(k+1)s/g$; parts (b) to (d) justify it. The three-dimensional formula has its own definition, `dropletEnergy`.

```lean
/-- The critical radius `(k+1) s / g` in dimension `k + 2`, for driving force `g ≠ 0`. -/
def criticalRadius (k : ℕ) (s g : ℝ) : ℝ := ((k : ℝ) + 1) * s / g

/-- The formation energy in three dimensions, `4π s r² - (4π/3) g r³`. -/
def dropletEnergy (s g r : ℝ) : ℝ := 4 * π * s * r ^ 2 - (4 * π / 3) * g * r ^ 3
```

## (a) The slope of the energy

Show that for every real $r$

$$E'(r)=\Omega r^{k}\big((k+1)s-g r\big).$$

The surface term has derivative $(k+1)s\,\Omega r^k$. In the volume term the factor $k+2$ from the power cancels the denominator, leaving $g\,\Omega r^{k+1}$: the derivative of the volume is the area. Subtract and take out $\Omega r^k$.

`HasDerivAt` states both that the derivative exists and what it is. In the proof, `h1` and `h2` differentiate the two terms, `e` is the cancellation, and `ring` factors the difference.

```lean
/-- The derivative of the formation energy with respect to the radius is
`Ω r^k ((k+1) s - g r)` in dimension `k + 2`. -/
theorem hasDerivAt_formationEnergy (k : ℕ) (Ω s g r : ℝ) :
    HasDerivAt (formationEnergy k Ω s g) (Ω * r ^ k * (((k : ℝ) + 1) * s - g * r)) r := by
  have h1 := ((hasDerivAt_pow (k + 1) r).const_mul Ω).const_mul s
  have h2 := (((hasDerivAt_pow (k + 2) r).const_mul Ω).div_const ((k : ℝ) + 2)).const_mul g
  have hk : (k : ℝ) + 2 ≠ 0 := by positivity
  -- the dimension cancels: the derivative of the volume is the area
  have e : Ω * (((k : ℝ) + 2) * r ^ (k + 1)) / ((k : ℝ) + 2) = Ω * r ^ (k + 1) := by
    field_simp
  refine HasDerivAt.congr_deriv (h1.fun_sub h2) ?_
  simp only [Nat.add_sub_cancel, show k + 2 - 1 = k + 1 from rfl]
  push_cast
  rw [e]
  ring
```

## (b) Below the critical radius

For $\Omega,g>0$, show that

$$0\le r_1<r_2\le r_*\quad\Longrightarrow\quad E(r_1)<E(r_2).$$

For $0<r<r_*$ we have $gr<(k+1)s$, so every factor in (a) is positive. Since $E$ is continuous, a positive slope inside the interval gives strict increase on the closed interval, endpoints included.

`StrictMonoOn` on `Icc 0 (criticalRadius k s g)` is the displayed implication. The lemma `strictMonoOn_of_deriv_pos` needs the slope only in the interior, so it does not matter that the slope vanishes at $r=0$ when $k\ge1$.

```lean
/-- For positive `Ω` and driving force, the formation energy increases strictly with the
radius from zero up to the critical radius. -/
theorem strictMonoOn_formationEnergy (k : ℕ) {Ω s g : ℝ} (hΩ : 0 < Ω) (hg : 0 < g) :
    StrictMonoOn (formationEnergy k Ω s g) (Icc 0 (criticalRadius k s g)) := by
  refine strictMonoOn_of_deriv_pos (convex_Icc _ _)
    (fun x _ => (hasDerivAt_formationEnergy k Ω s g x).continuousAt.continuousWithinAt) ?_
  intro r hr
  rw [interior_Icc] at hr
  have h := hr.2
  rw [criticalRadius, lt_div_iff₀ hg] at h
  rw [(hasDerivAt_formationEnergy k Ω s g r).deriv]
  exact mul_pos (mul_pos hΩ (pow_pos hr.1 k)) (by linarith)
```

## (c) Above the critical radius

For $\Omega,s,g>0$, show that

$$r_*\le r_1<r_2\quad\Longrightarrow\quad E(r_1)>E(r_2).$$

Since $s>0$, the critical radius is positive, and so is every $r>r_*$. Then $\Omega r^k>0$ while $(k+1)s-gr<0$, so the slope is negative. In the code `hc` and `hr0` supply the positivity, and `mul_neg_of_pos_of_neg` combines the signs.

```lean
/-- For positive `Ω`, surface tension and driving force, the formation energy decreases
strictly with the radius from the critical radius on. -/
theorem strictAntiOn_formationEnergy (k : ℕ) {Ω s g : ℝ} (hΩ : 0 < Ω) (hs : 0 < s)
    (hg : 0 < g) :
    StrictAntiOn (formationEnergy k Ω s g) (Ici (criticalRadius k s g)) := by
  refine strictAntiOn_of_deriv_neg (convex_Ici _)
    (fun x _ => (hasDerivAt_formationEnergy k Ω s g x).continuousAt.continuousWithinAt) ?_
  intro r hr
  rw [interior_Ici] at hr
  have h : criticalRadius k s g < r := hr
  have hc : 0 < criticalRadius k s g := by unfold criticalRadius; positivity
  have hr0 : 0 < r := hc.trans h
  rw [criticalRadius, div_lt_iff₀ hg] at h
  rw [(hasDerivAt_formationEnergy k Ω s g r).deriv]
  exact mul_neg_of_pos_of_neg (mul_pos hΩ (pow_pos hr0 k)) (by linarith)
```

## (d) One maximum

For $\Omega,s,g>0$, show that

$$r\ge0,\ r\ne r_*\quad\Longrightarrow\quad E(r)<E(r_*).$$

If $r<r_*$, apply (b) to the pair $r,r_*$; if $r>r_*$, apply (c) to $r_*,r$. The critical droplet is therefore at the top of a barrier: a slightly smaller one lowers its energy by shrinking, a slightly larger one by growing. The Lean proof makes the same split with `rcases`.

```lean
/-- For positive `Ω`, surface tension and driving force, every droplet of nonnegative radius
other than the critical one has a strictly lower formation energy than the critical one. -/
theorem formationEnergy_lt_barrier (k : ℕ) {Ω s g r : ℝ} (hΩ : 0 < Ω) (hs : 0 < s)
    (hg : 0 < g) (hr : 0 ≤ r) (hne : r ≠ criticalRadius k s g) :
    formationEnergy k Ω s g r < formationEnergy k Ω s g (criticalRadius k s g) := by
  have hc : 0 < criticalRadius k s g := by unfold criticalRadius; positivity
  rcases lt_or_gt_of_ne hne with h | h
  · exact strictMonoOn_formationEnergy k hΩ hg ⟨hr, h.le⟩ ⟨hc.le, le_rfl⟩ h
  · exact strictAntiOn_formationEnergy k hΩ hs hg (mem_Ici.2 le_rfl) (mem_Ici.2 h.le) h
```

## (e) The barrier as a share of the surface cost

Show that at any radius with $gr=(k+1)s$

$$E(r)=\frac{s\,\Omega r^{k+1}}{k+2}.$$

Replace $gr$ in the volume term:

$$E(r)=\Omega r^{k+1}\Big(s-\frac{(k+1)s}{k+2}\Big)=\frac{s\,\Omega r^{k+1}}{k+2}.$$

The balance condition is the hypothesis `hr`, written without division, and no signs are assumed. The tactic `linear_combination` adds the right multiples of `hr` and of the identity $(k+2)(k+2)^{-1}=1$.

```lean
/-- At a radius where `g r = (k+1) s`, the formation energy in dimension `k + 2` is the
surface cost divided by the dimension. -/
theorem barrier_eq_surfaceCost_div (k : ℕ) {Ω s g r : ℝ}
    (hr : g * r = ((k : ℝ) + 1) * s) :
    formationEnergy k Ω s g r = surfaceCost k Ω s r / ((k : ℝ) + 2) := by
  have hk : ((k : ℝ) + 2) * ((k : ℝ) + 2)⁻¹ = 1 := mul_inv_cancel₀ (by positivity)
  unfold formationEnergy surfaceCost bulkGain
  linear_combination (-(Ω * r ^ (k + 1) * ((k : ℝ) + 2)⁻¹)) * hr
    - (s * Ω * r ^ (k + 1)) * hk
```

## (f) Where the energy becomes negative

For $\Omega,s,g>0$ and $r\ge0$, show that

$$E(r)<0\iff r>\frac{(k+2)s}{g}.$$

Take out the area:

$$E(r)=\frac{\Omega r^{k+1}}{k+2}\big((k+2)s-gr\big).$$

The prefactor is never negative. If $gr\le(k+2)s$, then $E(r)\ge0$. If $gr>(k+2)s$, then $r>0$, the prefactor is positive and $E(r)<0$. This threshold lies beyond $r_*$, so between the two radii a droplet already lowers its energy by growing although its formation energy is not yet negative.

The factorisation is `hfac`, and the two halves of `constructor` are the two cases.

```lean
/-- For positive `Ω`, surface tension and driving force, a droplet of nonnegative radius in
dimension `k + 2` has negative formation energy exactly when its radius exceeds
`(k+2) s / g`. -/
theorem formationEnergy_neg_iff (k : ℕ) {Ω s g r : ℝ} (hΩ : 0 < Ω) (hs : 0 < s)
    (hg : 0 < g) (hr : 0 ≤ r) :
    formationEnergy k Ω s g r < 0 ↔ ((k : ℝ) + 2) * s / g < r := by
  have hk : ((k : ℝ) + 2) * ((k : ℝ) + 2)⁻¹ = 1 := mul_inv_cancel₀ (by positivity)
  -- factor out the area
  have hfac : formationEnergy k Ω s g r
      = Ω * r ^ (k + 1) * ((k : ℝ) + 2)⁻¹ * (((k : ℝ) + 2) * s - g * r) := by
    unfold formationEnergy surfaceCost bulkGain
    linear_combination (-(s * Ω * r ^ (k + 1))) * hk
  rw [hfac, div_lt_iff₀ hg]
  constructor
  · intro h
    by_contra hn
    have hle := not_lt.1 hn
    exact absurd h (not_lt_of_ge (mul_nonneg (by positivity) (by linarith)))
  · intro h
    have hp : 0 < r * g := lt_trans (by positivity) h
    have hr0 : 0 < r := (mul_pos_iff_of_pos_right hg).1 hp
    exact mul_neg_of_pos_of_neg (by positivity) (by linarith)
```

## (g) Three dimensions

Show that $k=1$ and $\Omega=4\pi$ give

$$E(r)=4\pi s r^2-\frac{4\pi}{3}g r^3.$$

The area is $4\pi r^2$ and the volume $4\pi r^3/3$; multiply by $s$ and $g$ and subtract. The theorem equates two functions, so `funext` first fixes a radius.

```lean
/-- The three-dimensional droplet energy is the general formation energy in dimension three
with unit-sphere area `4π`. -/
theorem dropletEnergy_eq (s g : ℝ) :
    dropletEnergy s g = formationEnergy 1 (4 * π) s g := by
  funext r
  simp only [dropletEnergy, formationEnergy, surfaceCost, bulkGain, Nat.cast_one]
  ring
```

## (h) The spherical droplet in full

Write $G(r)$ for the energy in (g), and let $s,g>0$. Show that $G$ rises strictly on $[0,2s/g]$, falls strictly from $2s/g$ on, and has its only maximum over $r\ge0$ at $2s/g$, with

$$G\!\left(\frac{2s}{g}\right)=\frac{16\pi s^3}{3g^2}=\frac13\,4\pi s\left(\frac{2s}{g}\right)^2,$$

and that for $r\ge0$

$$G(r)<0\iff r>\frac{3s}{g}.$$

With $k=1$ the critical radius is $2s/g$, so (b), (c) and (d) give the shape, and (f) gives the last equivalence. For the height, insert the radius:

$$\frac{16\pi s^3}{g^2}-\frac{32\pi s^3}{3g^2}=\frac{16\pi s^3}{3g^2}.$$

The first term on the left is the surface cost, and the result is a third of it, in agreement with (e).

The Lean statement joins six claims: rise, fall, unique maximum, height, one-third share and sign. The equation `hc` identifies the critical radius, and `dropletEnergy_eq` carries the general results over. The height `hval` is computed directly, and the share follows from it by `ring`, without using (e).

What the hypotheses leave open is whether a real droplet has this energy at all. A nucleus a few molecules across may have a diffuse interface, a curvature-dependent surface tension or a non-spherical shape. In a small closed container, growth also depletes the vapour, so $g$ falls as the droplet grows, and a second stationary radius can appear at which the droplet is stable.

```lean
/-- Classical nucleation in three dimensions, for positive surface tension `s` and driving
force `g`: the droplet energy rises strictly up to `r = 2s/g` and falls strictly beyond; its
unique maximum over `r ≥ 0` is `16π s³/(3g²)`, one third of the surface term there; and for
`r ≥ 0` it is negative exactly when `r > 3s/g`. -/
theorem classical_nucleation {s g : ℝ} (hs : 0 < s) (hg : 0 < g) :
    StrictMonoOn (dropletEnergy s g) (Icc 0 (2 * s / g)) ∧
    StrictAntiOn (dropletEnergy s g) (Ici (2 * s / g)) ∧
    (∀ r, 0 ≤ r → r ≠ 2 * s / g → dropletEnergy s g r < dropletEnergy s g (2 * s / g)) ∧
    dropletEnergy s g (2 * s / g) = 16 * π * s ^ 3 / (3 * g ^ 2) ∧
    dropletEnergy s g (2 * s / g) = (4 * π * s * (2 * s / g) ^ 2) / 3 ∧
    (∀ r, 0 ≤ r → (dropletEnergy s g r < 0 ↔ 3 * s / g < r)) := by
  have hΩ : 0 < 4 * π := by positivity
  have hc : criticalRadius 1 s g = 2 * s / g := by
    simp only [criticalRadius, Nat.cast_one]
    ring
  have h3 : ((1 : ℕ) : ℝ) + 2 = 3 := by norm_num
  have hgi : g * g⁻¹ = 1 := mul_inv_cancel₀ hg.ne'
  -- height of the barrier
  have hval : dropletEnergy s g (2 * s / g) = 16 * π * s ^ 3 / (3 * g ^ 2) := by
    unfold dropletEnergy
    linear_combination (-(32 / 3 * π * s ^ 3 * g⁻¹ ^ 2)) * hgi
  refine ⟨?_, ?_, ?_, hval, ?_, ?_⟩
  · rw [dropletEnergy_eq, ← hc]
    exact strictMonoOn_formationEnergy 1 hΩ hg
  · rw [dropletEnergy_eq, ← hc]
    exact strictAntiOn_formationEnergy 1 hΩ hs hg
  · intro r hr hne
    rw [← hc] at hne
    rw [dropletEnergy_eq, ← hc]
    exact formationEnergy_lt_barrier 1 hΩ hs hg hr hne
  · rw [hval]
    ring
  · intro r hr
    have h := formationEnergy_neg_iff 1 hΩ hs hg hr
    rw [h3] at h
    rw [dropletEnergy_eq]
    exact h

end

end ClassicalNucleation
```

```lean
#print axioms ClassicalNucleation.barrier_eq_surfaceCost_div
#print axioms ClassicalNucleation.classical_nucleation
```

```
'ClassicalNucleation.barrier_eq_surfaceCost_div' depends on axioms: [propext, Classical.choice, Quot.sound]
'ClassicalNucleation.classical_nucleation' depends on axioms: [propext, Classical.choice, Quot.sound]
```

## A droplet of two nanometres

Take the illustrative values $s=0.06\ \mathrm{J/m^2}$ and $g=6\times10^{7}\ \mathrm{J/m^3}$. The critical radius is $2s/g=2\ \mathrm{nm}$, and the energy becomes negative beyond $3\ \mathrm{nm}$. At the critical radius the surface term is

$$4\pi\times0.06\times(2\times10^{-9})^2\ \mathrm{J}\approx3.02\times10^{-18}\ \mathrm{J},$$

so the barrier is about $1.01\times10^{-18}\ \mathrm{J}$. At $300\ \mathrm{K}$ this is roughly $243$ times the thermal energy $k_{\mathrm B}T$, where $k_{\mathrm B}$ is Boltzmann's constant and $T$ the temperature. Doubling $g$ at fixed $s$ divides the barrier by four.

## From a seeded simulation to a barrier

In one form of seeded molecular dynamics, a cluster of the stable phase is placed in the metastable one, and the temperature or pressure is varied until the cluster is equally likely to grow or to shrink. Its radius is then taken as $r_*$. The driving force $g$ comes from a separate calculation of the bulk chemical-potential difference, multiplied by the number density of the new phase, which is treated as incompressible. For a spherical cluster with constant surface tension, the relation $r_*=2s/g$ gives $s=gr_*/2$, and the barrier becomes

$$G(r_*)=\frac{2\pi}{3}\,g\,r_*^3.$$

This number enters the estimated nucleation rate through the factor $\exp(-G(r_*)/k_{\mathrm B}T)$, multiplied by a kinetic prefactor that has to be found separately.
